# The derivative coupling of a linear two-level avoided crossing integrates to π/2

Two energy levels approach each other linearly as a coordinate $t$ varies, and a constant coupling $c$ keeps them apart by a minimum gap $2c$. As the gap narrows, the adiabatic states exchange character ever more abruptly and their derivative coupling grows a tall spike. Does the total coupling accumulated across the spike grow too?

```lean
import Mathlib

open Matrix MeasureTheory Filter Topology

namespace AvoidedCrossingMixing

noncomputable section
```

Mathlib supplies the matrices, integrals and limits.

```lean
/-- The two-level Hamiltonian with diabatic energies `a t` and `-a t` and constant coupling `c`. -/
def hamiltonian (a c t : ℝ) : Matrix (Fin 2) (Fin 2) ℝ := !![a * t, c; c, -(a * t)]
```

In the diabatic basis,
$$H(t)=\begin{pmatrix}at&c\\c&-at\end{pmatrix}.$$
`Fin 2` labels the two basis states. The slope $a$, the coupling $c$ and the coordinate $t$ are real numbers.

```lean
/-- Half of the adiabatic energy gap at the position `t`. -/
def halfGap (a c t : ℝ) : ℝ := √(a ^ 2 * t ^ 2 + c ^ 2)
```

This is $E(t)=\sqrt{a^2t^2+c^2}$, half the adiabatic gap.

```lean
/-- The mixing angle of the adiabatic states at the position `t`, for a coupling `c > 0`. -/
def mixingAngle (a c t : ℝ) : ℝ := Real.pi / 4 - Real.arctan (a * t / c) / 2
```

The mixing angle is $\varphi(t)=\pi/4-\tfrac12\arctan(at/c)$. For $a,c>0$ it falls from $\pi/2$ to $0$ as $t$ runs over the line.

```lean
/-- The upper adiabatic state in the diabatic basis, for a coupling `c > 0`. -/
def upper (a c t : ℝ) : Fin 2 → ℝ :=
  ![Real.cos (mixingAngle a c t), Real.sin (mixingAngle a c t)]
```

For $c>0$ the upper state is $u=(\cos\varphi,\sin\varphi)$.

```lean
/-- The lower adiabatic state in the diabatic basis, for a coupling `c > 0`. -/
def lower (a c t : ℝ) : Fin 2 → ℝ :=
  ![-Real.sin (mixingAngle a c t), Real.cos (mixingAngle a c t)]
```

For $c>0$ the lower state is $l=(-\sin\varphi,\cos\varphi)$. These formulas fix the signs of the states; reversing one state would reverse the sign of the derivative coupling.

```lean
/-- The derivative coupling: the overlap of the upper state with the derivative of the
lower state. -/
def coupling (a c t : ℝ) : ℝ := upper a c t ⬝ᵥ deriv (lower a c) t
```

The derivative coupling is $d(t)=u\cdot l'(t)$, where `⬝ᵥ` is the dot product and `deriv` the actual derivative. The Lorentzian shape is thus a result, not part of the definition.

```lean
/-- The vectors `upper` and `lower` are normalised and orthogonal to each other. -/
theorem adiabatic_orthonormal (a c t : ℝ) :
    upper a c t ⬝ᵥ upper a c t = 1 ∧ lower a c t ⬝ᵥ lower a c t = 1 ∧
      upper a c t ⬝ᵥ lower a c t = 0 := by
  have h := Real.sin_sq_add_cos_sq (mixingAngle a c t)
  refine ⟨?_, ?_, ?_⟩ <;> simp only [upper, lower, dotProduct, Fin.sum_univ_two,
    Matrix.cons_val_zero, Matrix.cons_val_one] <;> nlinarith [h]
```

All three claims follow from $\sin^2\varphi+\cos^2\varphi=1$.

```lean
/-- The diabatic energy and the coupling are the two components of the half gap along
twice the mixing angle. -/
theorem polar_form (a t : ℝ) {c : ℝ} (hc : 0 < c) :
    a * t = halfGap a c t * Real.cos (2 * mixingAngle a c t) ∧
      c = halfGap a c t * Real.sin (2 * mixingAngle a c t) := by
  have hE : halfGap a c t = c * √(1 + (a * t / c) ^ 2) := by
    have e : a ^ 2 * t ^ 2 + c ^ 2 = c ^ 2 * (1 + (a * t / c) ^ 2) := by
      field_simp
      ring
    rw [halfGap, e, Real.sqrt_mul (sq_nonneg c), Real.sqrt_sq hc.le]
  have hφ : 2 * mixingAngle a c t = Real.pi / 2 - Real.arctan (a * t / c) := by
    unfold mixingAngle
    ring
  have hs : 0 < √(1 + (a * t / c) ^ 2) := Real.sqrt_pos.2 (by positivity)
  rw [hE, hφ, Real.cos_pi_div_two_sub, Real.sin_pi_div_two_sub, Real.sin_arctan,
    Real.cos_arctan]
  generalize √(1 + (a * t / c) ^ 2) = s at hs
  constructor <;> field_simp
```

The hypothesis `hc` says $c>0$. Put $x=at/c$. Then $E=c\sqrt{1+x^2}$ and $2\varphi=\pi/2-\arctan x$, so
$$\cos2\varphi=\frac{x}{\sqrt{1+x^2}},\qquad \sin2\varphi=\frac1{\sqrt{1+x^2}}.$$
Multiplying by $E$ gives $at=E\cos2\varphi$ and $c=E\sin2\varphi$. In the proof, `hE` and `hφ` are the formulas for $E$ and $2\varphi$.

```lean
/-- The adiabatic states are eigenvectors of the Hamiltonian, with energies plus and minus
the half gap. -/
theorem adiabatic_eigenstates (a t : ℝ) {c : ℝ} (hc : 0 < c) :
    hamiltonian a c t *ᵥ upper a c t = halfGap a c t • upper a c t ∧
      hamiltonian a c t *ᵥ lower a c t = (-halfGap a c t) • lower a c t := by
  obtain ⟨h1, h2⟩ := polar_form a t hc
  have h := Real.sin_sq_add_cos_sq (mixingAngle a c t)
  rw [Real.cos_two_mul] at h1
  rw [Real.sin_two_mul] at h2
  -- the two scalar components of the eigenvalue equation
  have e1 : a * t * Real.cos (mixingAngle a c t) + c * Real.sin (mixingAngle a c t)
      = halfGap a c t * Real.cos (mixingAngle a c t) := by
    linear_combination Real.cos (mixingAngle a c t) * h1 + Real.sin (mixingAngle a c t) * h2
      + 2 * halfGap a c t * Real.cos (mixingAngle a c t) * h
  have e2 : c * Real.cos (mixingAngle a c t) - a * t * Real.sin (mixingAngle a c t)
      = halfGap a c t * Real.sin (mixingAngle a c t) := by
    linear_combination Real.cos (mixingAngle a c t) * h2 - Real.sin (mixingAngle a c t) * h1
  constructor <;> ext i <;> fin_cases i <;>
    simp [hamiltonian, upper, lower, Matrix.mulVec, dotProduct, Fin.sum_univ_two] <;>
    linarith [e1, e2]
```

For $c>0$ this says $Hu=Eu$ and $Hl=-El$; `*ᵥ` applies a matrix to a vector, and `•` multiplies by a scalar. By the polar form,
$$at\cos\varphi+c\sin\varphi=E\cos(2\varphi-\varphi)=E\cos\varphi,$$
$$c\cos\varphi-at\sin\varphi=E\sin(2\varphi-\varphi)=E\sin\varphi.$$
These are `e1` and `e2`. They are the components of $Hu=Eu$ and, up to order and sign, those of $Hl=-El$.

```lean
/-- For `c > 0`, the derivative of the mixing angle is `-(a c / (2 (a² t² + c²)))`, and the
derivative of the lower state is `a c / (2 (a² t² + c²))` times the upper state. -/
theorem hasDerivAt_lower (a t : ℝ) {c : ℝ} (hc : 0 < c) :
    HasDerivAt (mixingAngle a c) (-(a * c / (2 * (a ^ 2 * t ^ 2 + c ^ 2)))) t ∧
      HasDerivAt (lower a c) ((a * c / (2 * (a ^ 2 * t ^ 2 + c ^ 2))) • upper a c t) t := by
  have hφ : HasDerivAt (mixingAngle a c) (-(a * c / (2 * (a ^ 2 * t ^ 2 + c ^ 2)))) t := by
    have h1 : HasDerivAt (fun s : ℝ => a * s / c) (a / c) t :=
      (((hasDerivAt_id' t).const_mul a).div_const c).congr_deriv (by ring)
    have hp : a ^ 2 * t ^ 2 + c ^ 2 ≠ 0 := by positivity
    have e : 1 + (a * t / c) ^ 2 = (a ^ 2 * t ^ 2 + c ^ 2) / c ^ 2 := by
      field_simp
      ring
    refine ((h1.arctan.div_const 2).const_sub (Real.pi / 4)).congr_deriv ?_
    rw [e]
    field_simp
  refine ⟨hφ, hasDerivAt_pi.2 fun i => ?_⟩
  have h0 : HasDerivAt (fun s => -Real.sin (mixingAngle a c s))
      (a * c / (2 * (a ^ 2 * t ^ 2 + c ^ 2)) * Real.cos (mixingAngle a c t)) t :=
    hφ.sin.fun_neg.congr_deriv (by ring)
  have h1 : HasDerivAt (fun s => Real.cos (mixingAngle a c s))
      (a * c / (2 * (a ^ 2 * t ^ 2 + c ^ 2)) * Real.sin (mixingAngle a c t)) t :=
    hφ.cos.congr_deriv (by ring)
  fin_cases i
  · exact h0
  · exact h1
```

`HasDerivAt f v t` means that $f$ is differentiable at $t$ with derivative $v$. The chain rule gives
$$\varphi'=-\frac12\,\frac{a/c}{1+(at/c)^2}=-\frac{ac}{2(a^2t^2+c^2)},$$
and then $l'=\varphi'(-\cos\varphi,-\sin\varphi)=-\varphi'u$. Lean differentiates the two components separately, as `h0` and `h1`.

```lean
/-- The derivative coupling of the linear avoided crossing is a Lorentzian in `t`. -/
theorem coupling_eq (a t : ℝ) {c : ℝ} (hc : 0 < c) :
    coupling a c t = a * c / (2 * (a ^ 2 * t ^ 2 + c ^ 2)) := by
  rw [coupling, (hasDerivAt_lower a t hc).2.deriv, dotProduct_smul,
    (adiabatic_orthonormal a c t).1, smul_eq_mul, mul_one]
```

Since $u\cdot u=1$,
$$d(t)=u\cdot(-\varphi'u)=\frac{ac}{2(a^2t^2+c^2)}.$$
For $a=1$ this is $c/(2(t^2+c^2))$.

```lean
/-- The derivative coupling is integrable over the whole line and its integral is `π / 2`,
for every slope `a > 0` and every coupling `c > 0`. -/
theorem total_mixing {a c : ℝ} (ha : 0 < a) (hc : 0 < c) :
    Integrable (coupling a c) ∧ ∫ t, coupling a c t = Real.pi / 2 := by
  have hr : 0 < a / c := div_pos ha hc
  -- rescale to the standard Lorentzian
  have key : coupling a c = fun t => a / (2 * c) * (1 + (a / c * t) ^ 2)⁻¹ := by
    funext t
    have hp : a ^ 2 * t ^ 2 + c ^ 2 ≠ 0 := by positivity
    have e : 1 + (a / c * t) ^ 2 = (a ^ 2 * t ^ 2 + c ^ 2) / c ^ 2 := by
      field_simp
      ring
    rw [coupling_eq a t hc, e]
    field_simp
  have h : ∫ x : ℝ, (1 + (a / c * x) ^ 2)⁻¹ = |(a / c)⁻¹| • ∫ x : ℝ, (1 + x ^ 2)⁻¹ :=
    Measure.integral_comp_mul_left (fun x : ℝ => (1 + x ^ 2)⁻¹) (a / c)
  rw [key]
  constructor
  · exact (integrable_inv_one_add_sq.comp_mul_left' hr.ne').const_mul _
  · rw [integral_const_mul, h, integral_univ_inv_one_add_sq, abs_of_pos (inv_pos.2 hr),
      smul_eq_mul]
    field_simp
```

For $a,c>0$, the substitution $x=at/c$, $dt=(c/a)\,dx$ gives
$$\int_{-\infty}^{\infty}d(t)\,dt=\frac12\int_{-\infty}^{\infty}\frac{dx}{1+x^2}=\frac\pi2.$$
So the total does not grow: it depends on neither the gap nor the slope. The step `key` rewrites $d$ as a rescaled standard Lorentzian, whose integrability and integral Mathlib knows. The integrability is used again below, for a finite window.

The total is the angle through which the adiabatic basis turns, not a transition probability: no time-dependent Schrödinger equation is solved here.

```lean
/-- The derivative coupling is largest at the crossing point, where it equals `a / (2 c)`;
this peak value tends to infinity as `c` decreases to zero. -/
theorem peak_diverges {a : ℝ} (ha : 0 < a) :
    (∀ c, 0 < c → coupling a c 0 = a / (2 * c) ∧ ∀ t, coupling a c t ≤ coupling a c 0) ∧
      Tendsto (fun c => coupling a c 0) (𝓝[>] 0) atTop := by
  have h0 : ∀ c, 0 < c → coupling a c 0 = a / (2 * c) := by
    intro c hc
    have e : a ^ 2 * (0 : ℝ) ^ 2 + c ^ 2 = c * c := by ring
    rw [coupling_eq a 0 hc, e]
    field_simp
  refine ⟨fun c hc => ⟨h0 c hc, fun t => ?_⟩, ?_⟩
  · rw [h0 c hc, coupling_eq a t hc, div_le_div_iff₀ (by positivity) (by positivity)]
    nlinarith [mul_nonneg ha.le (sq_nonneg (a * t))]
  · have h := (tendsto_inv_nhdsGT_zero (𝕜 := ℝ)).const_mul_atTop (half_pos ha)
    refine h.congr' ?_
    filter_upwards [self_mem_nhdsWithin] with c hc
    have hc' : 0 < c := hc
    rw [h0 c hc']
    field_simp
```

For $a,c>0$ the numerator $ac$ of $d$ is positive and the denominator $2(a^2t^2+c^2)$ is smallest at $t=0$, so $d(t)\le d(0)=a/(2c)$. The `Tendsto` statement says that this peak grows without bound as $c$ approaches $0$ from above, with $a$ fixed: `𝓝[>] 0` is the one-sided approach and `atTop` is $+\infty$. The proof writes the peak as $(a/2)\,c^{-1}$.

```lean
/-- The mixing accumulated in the symmetric window from `-T` to `T` is `arctan (a T / c)`. -/
theorem window_mixing {a c : ℝ} (ha : 0 < a) (hc : 0 < c) (T : ℝ) :
    ∫ t in (-T)..T, coupling a c t = Real.arctan (a * T / c) := by
  have hd : ∀ t ∈ Set.uIcc (-T) T,
      HasDerivAt (fun s => -mixingAngle a c s) (coupling a c t) t := fun t _ =>
    (hasDerivAt_lower a t hc).1.fun_neg.congr_deriv (by rw [coupling_eq a t hc, neg_neg])
  rw [intervalIntegral.integral_eq_sub_of_hasDerivAt hd
    (total_mixing ha hc).1.intervalIntegrable]
  have e : a * -T / c = -(a * T / c) := by ring
  simp only [mixingAngle, e, Real.arctan_neg]
  ring
```

Because $d=-\varphi'$, the fundamental theorem of calculus gives
$$\int_{-T}^{T}d(t)\,dt=\varphi(-T)-\varphi(T)=\arctan(aT/c).$$
The hypothesis `hd` supplies the antiderivative $-\varphi$. The theorem admits any real $T$; for negative $T$ the integral is oriented and changes sign.

```lean
/-- The window `|t| ≤ c / a` contains exactly half of the total mixing. -/
theorem half_of_mixing {a c : ℝ} (ha : 0 < a) (hc : 0 < c) :
    ∫ t in (-(c / a))..(c / a), coupling a c t = (∫ t, coupling a c t) / 2 := by
  have e : a * (c / a) / c = 1 := by field_simp
  rw [window_mixing ha hc, (total_mixing ha hc).2, e, Real.arctan_one]
  ring

end

end AvoidedCrossingMixing
```

At $T=c/a$ the integral is $\arctan1=\pi/4$, half of $\pi/2$. If the total is estimated by summing sampled values of $d$ on a uniform grid in $t$, a spacing much larger than $c/a$ can therefore miss the spike or overcount it. For $T>0$, the angle between the upper state at $-T$ and the upper state at $T$ avoids this problem: with the signs chosen above it is $\varphi(-T)-\varphi(T)$, which equals the integral over the window.

```lean
#print axioms AvoidedCrossingMixing.adiabatic_eigenstates
#print axioms AvoidedCrossingMixing.coupling_eq
#print axioms AvoidedCrossingMixing.peak_diverges
#print axioms AvoidedCrossingMixing.half_of_mixing
```

```
'AvoidedCrossingMixing.adiabatic_eigenstates' depends on axioms: [propext, Classical.choice, Quot.sound]
'AvoidedCrossingMixing.coupling_eq' depends on axioms: [propext, Classical.choice, Quot.sound]
'AvoidedCrossingMixing.peak_diverges' depends on axioms: [propext, Classical.choice, Quot.sound]
'AvoidedCrossingMixing.half_of_mixing' depends on axioms: [propext, Classical.choice, Quot.sound]
```
